# For coprime m and n, every superlattice of ℤ^d of index mn is the intersection of exactly one pair of superlattices of indices m and n

Suppose the superlattices of an alloy's parent lattice with 3 and with 4 primitive cells per supercell have been listed, and those with 12 are wanted. Intersecting the lattices in pairs gives candidates, but without further information the new list might miss some superlattices, repeat others, or contain some of the wrong size. With sizes 2 and 2 this does happen: on a chain, no such intersection gives the superlattice of period 4. For coprime sizes, none of these faults occurs.

A superlattice is a subgroup $L$ of the parent translations, and its index is the number of primitive cells per supercell. The auxiliary results hold in any abelian group $A$, written additively.

In Lean 4 with Mathlib:

```lean
import Mathlib

namespace SuperlatticeFactorisation

variable {A : Type*} [AddCommGroup A]
```

In a primitive basis, the translations of a $d$-dimensional crystal are integer vectors. Lengths and angles play no role.

```lean
/-- The parent lattice `ℤ^d`, in coordinates with respect to a primitive basis. -/
abbrev Lattice (d : ℕ) := Fin d → ℤ
```

## Two larger lattices built from L

For a natural number $k$, let
$$L_k=\{x\in A : kx\in L\}.$$
This is `coarsen k L`. Despite the name, $L_k$ contains $L$, so its points are at least as dense and its supercell is no larger.

```lean
/-- The translations whose `k`-fold multiple belongs to the superlattice `L`. -/
def coarsen (k : ℕ) (L : AddSubgroup A) : AddSubgroup A :=
  L.comap (nsmulAddMonoidHom k)
```

The quotient $A/L$ has as many elements as the index of $L$, and the order of a finite group annihilates each of its elements. Hence $[A:L]\,x\in L$ for every $x$.

```lean
private theorem index_nsmul_mem (L : AddSubgroup A) (x : A) : L.index • x ∈ L := by
  have h : L.index • (x : A ⧸ L) = 0 := card_nsmul_eq_zero'
  exact (QuotientAddGroup.eq_zero_iff (L.index • x)).1 h
```

If $m$ and $n$ are coprime, Bézout gives integers $a,b$ with $am+bn=1$. When $mx$ and $nx$ both lie in $L$, so does
$$x=a(mx)+b(nx).$$

```lean
/-- If two coprime multiples of a translation belong to a subgroup, so does the
translation itself. -/
theorem mem_of_coprime_multiples {m n : ℕ} (h : Nat.Coprime m n) (L : AddSubgroup A)
    {x : A} (hm : m • x ∈ L) (hn : n • x ∈ L) : x ∈ L := by
  obtain ⟨a, b, hab⟩ := Nat.isCoprime_iff_coprime.2 h
  have hx : a • (m • x) + b • (n • x) = x := by
    rw [← natCast_zsmul x m, ← natCast_zsmul x n, smul_smul, smul_smul, ← add_smul,
      hab, one_smul]
  have hmem := L.add_mem (L.zsmul_mem hm a) (L.zsmul_mem hn b)
  rwa [hx] at hmem
```

An element of $L_n\cap L_m$ has both multiples in $L$, so it lies in $L$. The reverse inclusion is immediate, and therefore $L_n\cap L_m=L$.

```lean
/-- For coprime `m` and `n`, a superlattice is the intersection of its two coarsenings
by `n` and by `m`. -/
theorem coarsen_inf_coarsen {m n : ℕ} (h : Nat.Coprime m n) (L : AddSubgroup A) :
    coarsen n L ⊓ coarsen m L = L := by
  ext x
  constructor
  · rintro ⟨hn, hm⟩
    exact mem_of_coprime_multiples h L hm hn
  · intro hx
    exact ⟨L.nsmul_mem hx n, L.nsmul_mem hx m⟩
```

## The sizes of the two factors

Let $[A:L]=mn$ and $r=[A:L_n]$. Since $L\subseteq L_n$, $r$ divides $mn$. Suppose a prime $p$ divides both $r$ and $n$. By Cauchy's theorem, some coset $x+L_n$ has order $p$. But $n(mx)=(mn)x\in L$, so $mx\in L_n$ and $m$ annihilates the coset. Then $p$ divides $m$ as well as $n$, a contradiction. So $r$ is coprime to $n$, and $r\mid m$.

```lean
private theorem index_coarsen_dvd {m n : ℕ} (hm : 0 < m) (hn : 0 < n)
    (h : Nat.Coprime m n) {L : AddSubgroup A} (hL : L.index = m * n) :
    (coarsen n L).index ∣ m := by
  have hle : L ≤ coarsen n L := fun x hx => L.nsmul_mem hx n
  have hd : (coarsen n L).index ∣ m * n := by
    rw [← hL]
    exact AddSubgroup.index_dvd_of_le hle
  have h0 : (coarsen n L).index ≠ 0 := by
    intro h0
    rw [h0, zero_dvd_iff] at hd
    exact (Nat.mul_pos hm hn).ne' hd
  have hc : Nat.Coprime (coarsen n L).index n := by
    by_contra hcon
    obtain ⟨p, hp, hpi, hpn⟩ := Nat.Prime.not_coprime_iff_dvd.1 hcon
    have : Fact p.Prime := ⟨hp⟩
    have : Finite (A ⧸ coarsen n L) := Nat.finite_of_card_ne_zero h0
    -- Cauchy: a common prime factor would give a coset of order `p`
    obtain ⟨q, hq⟩ := exists_prime_addOrderOf_dvd_card' (G := A ⧸ coarsen n L) p hpi
    obtain ⟨x, rfl⟩ := QuotientAddGroup.mk_surjective q
    have hx : m • x ∈ coarsen n L := by
      change n • (m • x) ∈ L
      rw [← mul_smul, mul_comm n m, ← hL]
      exact index_nsmul_mem L x
    -- but every coset is killed by `m`
    have hz : m • (x : A ⧸ coarsen n L) = 0 :=
      (QuotientAddGroup.eq_zero_iff (m • x)).2 hx
    have hpm : p ∣ m := by
      rw [← hq]
      exact addOrderOf_dvd_of_nsmul_eq_zero hz
    exact Nat.not_coprime_of_dvd_of_dvd hp.one_lt hpm hpn h
  exact hc.dvd_of_dvd_mul_right hd
```

In the same way $s=[A:L_m]$ divides $n$. The index of an intersection is at most the product of the indices, so
$$mn=[A:L_n\cap L_m]\le rs\le rn,$$
which gives $m\le r$. Together with $r\mid m$, this means $r=m$.

```lean
/-- Coarsening a superlattice of index `m * n` by `n` gives one of index `m`, for
coprime positive `m` and `n`. -/
theorem index_coarsen {m n : ℕ} (hm : 0 < m) (hn : 0 < n) (h : Nat.Coprime m n)
    {L : AddSubgroup A} (hL : L.index = m * n) : (coarsen n L).index = m := by
  have h1 := index_coarsen_dvd hm hn h hL
  have h2 : (coarsen m L).index ∣ n :=
    index_coarsen_dvd hn hm h.symm (by rw [hL, mul_comm])
  have h3 := AddSubgroup.index_inf_le (H := coarsen n L) (K := coarsen m L)
  rw [coarsen_inf_coarsen h, hL] at h3
  -- the two indices are at most `m` and `n`, and their product is at least `m * n`
  exact le_antisymm (Nat.le_of_dvd hm h1) (Nat.le_of_mul_le_mul_right
    (h3.trans (Nat.mul_le_mul_left _ (Nat.le_of_dvd hn h2))) hn)
```

## Recovering the factors, and the converse

Let $M$ and $N$ have indices $m$ and $n$. If $nx\in M\cap N$, then $nx\in M$; also $mx\in M$ because $m$ is the index of $M$, so $x\in M$ by Bézout. Conversely, if $x\in M$, then $nx$ lies in $M$ and in $N$. Thus $(M\cap N)_n=M$: the intersection determines its factors.

```lean
/-- A superlattice `M` of index `m` is recovered from its intersection with one of
index `n`, coprime to `m`, by coarsening the intersection by `n`. -/
theorem coarsen_inf_eq_left {m n : ℕ} (h : Nat.Coprime m n) {M N : AddSubgroup A}
    (hM : M.index = m) (hN : N.index = n) : coarsen n (M ⊓ N) = M := by
  ext x
  constructor
  · intro hx
    have hmx : m • x ∈ M := hM ▸ index_nsmul_mem M x
    exact mem_of_coprime_multiples h M hmx hx.1
  · intro hx
    have hnx : n • x ∈ N := hN ▸ index_nsmul_mem N x
    exact ⟨M.nsmul_mem hx n, hnx⟩
```

The index of $M\cap N$ is divisible by $m$ and by $n$, hence by $mn$, and it is at most $mn$. It equals $mn$.

```lean
/-- Superlattices of coprime positive indices `m` and `n` intersect in a superlattice of
index `m * n`. -/
theorem index_inf_of_coprime {m n : ℕ} (hm : 0 < m) (hn : 0 < n) (h : Nat.Coprime m n)
    {M N : AddSubgroup A} (hM : M.index = m) (hN : N.index = n) :
    (M ⊓ N).index = m * n := by
  have h1 : m ∣ (M ⊓ N).index := hM ▸ AddSubgroup.index_dvd_of_le inf_le_left
  have h2 : n ∣ (M ⊓ N).index := hN ▸ AddSubgroup.index_dvd_of_le inf_le_right
  have h0 : (M ⊓ N).index ≠ 0 :=
    AddSubgroup.index_inf_ne_zero (by omega) (by omega)
  have h3 := AddSubgroup.index_inf_le (H := M) (K := N)
  rw [hM, hN] at h3
  exact le_antisymm h3
    (Nat.le_of_dvd (Nat.pos_of_ne_zero h0) (h.mul_dvd_of_dvd_of_dvd h1 h2))
```

## The factorisation in ℤ^d

The theorem has two parts. For each `L` of index `m * n`, `∃!` states that there is exactly one ordered pair `P` whose members `P.1` and `P.2` have indices $m$ and $n$ and whose intersection, written `⊓`, is `L`. Conversely, every such intersection has index `m * n`. Mathlib records an infinite index as 0; the positivity hypotheses restrict the statement to finite supercells.

The pair is $(L_n,L_m)$, and uniqueness follows from the recovery formula.

```lean
/-- For coprime positive `m` and `n`, every superlattice of `ℤ^d` of index `m * n` is the
intersection of exactly one pair of superlattices of indices `m` and `n`, and every such
intersection has index `m * n`. -/
theorem superlattice_factorisation (d : ℕ) {m n : ℕ} (hm : 0 < m) (hn : 0 < n)
    (h : Nat.Coprime m n) :
    (∀ L : AddSubgroup (Lattice d), L.index = m * n →
      ∃! P : AddSubgroup (Lattice d) × AddSubgroup (Lattice d),
        P.1.index = m ∧ P.2.index = n ∧ P.1 ⊓ P.2 = L) ∧
    (∀ M N : AddSubgroup (Lattice d), M.index = m → N.index = n →
      (M ⊓ N).index = m * n) := by
  refine ⟨fun L hL => ⟨(coarsen n L, coarsen m L), ⟨index_coarsen hm hn h hL,
    index_coarsen hn hm h.symm (by rw [hL, mul_comm]), coarsen_inf_coarsen h L⟩, ?_⟩,
    fun M N hM hN => index_inf_of_coprime hm hn h hM hN⟩
  rintro ⟨M, N⟩ ⟨hM, hN, hMN⟩
  dsimp only at hM hN hMN
  subst hMN
  -- both factors are determined by the intersection
  have e1 := coarsen_inf_eq_left h hM hN
  have e2 := coarsen_inf_eq_left h.symm hN hM
  rw [inf_comm] at e2
  exact Prod.ext e1.symm e2.symm
```

## Counting and symmetry

The maps $L\mapsto(L_n,L_m)$ and $(M,N)\mapsto M\cap N$ are inverse to each other, so the number of superlattices of index $mn$ is the product of the numbers for $m$ and $n$. This can check a supercell enumeration for a cluster expansion, provided that it counts bare superlattices, before symmetry reduction. Passing to distinct ordered alloys also requires placing atoms on the sites and identifying equivalent structures, which the theorem does not address.

```lean
/-- The number of superlattices of `ℤ^d` of a given index is multiplicative over coprime
positive indices. -/
theorem card_superlattices_mul (d : ℕ) {m n : ℕ} (hm : 0 < m) (hn : 0 < n)
    (h : Nat.Coprime m n) :
    Nat.card {L : AddSubgroup (Lattice d) // L.index = m * n} =
      Nat.card {M : AddSubgroup (Lattice d) // M.index = m} *
        Nat.card {N : AddSubgroup (Lattice d) // N.index = n} := by
  rw [← Nat.card_prod]
  refine Nat.card_congr
    { toFun := fun L => (⟨coarsen n L.1, index_coarsen hm hn h L.2⟩,
        ⟨coarsen m L.1, index_coarsen hn hm h.symm (by rw [L.2, mul_comm])⟩)
      invFun := fun P => ⟨P.1.1 ⊓ P.2.1, index_inf_of_coprime hm hn h P.1.2 P.2.2⟩
      left_inv := fun L => Subtype.ext (coarsen_inf_coarsen h L.1)
      right_inv := ?_ }
  rintro ⟨⟨M, hM⟩, ⟨N, hN⟩⟩
  have e2 := coarsen_inf_eq_left h.symm hN hM
  rw [inf_comm] at e2
  exact Prod.ext (Subtype.ext (coarsen_inf_eq_left h hM hN)) (Subtype.ext e2)
```

Let $g$ be an automorphism of the translation group, such as a point operation of the parent lattice. Since $g(kx)=k\,g(x)$, a symmetry of $L$ is also a symmetry of $L_k$. Applied to $L=M\cap N$, this shows that $g$ preserves the intersection only if it preserves both factors; the converse is immediate.

```lean
/-- An automorphism `g` of the parent lattice is a symmetry of the intersection of two
superlattices of coprime indices exactly when it is a symmetry of both of them. -/
theorem symmetry_inf_iff {m n : ℕ} (h : Nat.Coprime m n) {M N : AddSubgroup A}
    (hM : M.index = m) (hN : N.index = n) (g : A ≃+ A) :
    (∀ x, g x ∈ M ⊓ N ↔ x ∈ M ⊓ N) ↔
      (∀ x, g x ∈ M ↔ x ∈ M) ∧ (∀ x, g x ∈ N ↔ x ∈ N) := by
  constructor
  · intro hg
    -- a symmetry of a superlattice is a symmetry of each of its coarsenings
    have key : ∀ (k : ℕ) (x : A),
        g x ∈ coarsen k (M ⊓ N) ↔ x ∈ coarsen k (M ⊓ N) := by
      intro k x
      change k • g x ∈ M ⊓ N ↔ k • x ∈ M ⊓ N
      rw [← map_nsmul]
      exact hg (k • x)
    have e2 := coarsen_inf_eq_left h.symm hN hM
    rw [inf_comm] at e2
    have k1 := key n
    have k2 := key m
    rw [coarsen_inf_eq_left h hM hN] at k1
    rw [e2] at k2
    exact ⟨k1, k2⟩
  · rintro ⟨h1, h2⟩ x
    exact and_congr (h1 x) (h2 x)
```

## Period 4 on a chain

Without coprimality, existence can fail, as $m=n=2$ shows. In $\mathbb Z$, every subgroup of index 2 contains 2, and so does the intersection of any two of them. But $4\mathbb Z$, of index $4=2\cdot2$, does not contain 2.

```lean
/-- Coprimality cannot be dropped: in the chain `ℤ` the superlattice `4ℤ` has index
`4 = 2 * 2`, but it is not the intersection of two superlattices of index `2`. -/
theorem coprimality_needed :
    (AddSubgroup.zmultiples (4 : ℤ)).index = 2 * 2 ∧
      ∀ M N : AddSubgroup ℤ, M.index = 2 → N.index = 2 →
        M ⊓ N ≠ AddSubgroup.zmultiples (4 : ℤ) := by
  refine ⟨by rw [Int.index_zmultiples]; rfl, fun M N hM hN hMN => ?_⟩
  -- both superlattices of index 2 contain the translation 2
  have h1 : 2 • (1 : ℤ) ∈ M := hM ▸ index_nsmul_mem M 1
  have h2 : 2 • (1 : ℤ) ∈ N := hN ▸ index_nsmul_mem N 1
  have h3 : 2 • (1 : ℤ) ∈ M ⊓ N := ⟨h1, h2⟩
  rw [hMN, Int.mem_zmultiples_iff] at h3
  norm_num at h3

end SuperlatticeFactorisation
```

```lean
#print axioms SuperlatticeFactorisation.superlattice_factorisation
#print axioms SuperlatticeFactorisation.card_superlattices_mul
#print axioms SuperlatticeFactorisation.symmetry_inf_iff
#print axioms SuperlatticeFactorisation.coprimality_needed
```

```
'SuperlatticeFactorisation.superlattice_factorisation' depends on axioms: [propext, Classical.choice, Quot.sound]
'SuperlatticeFactorisation.card_superlattices_mul' depends on axioms: [propext, Classical.choice, Quot.sound]
'SuperlatticeFactorisation.symmetry_inf_iff' depends on axioms: [propext, Classical.choice, Quot.sound]
'SuperlatticeFactorisation.coprimality_needed' depends on axioms: [propext, Classical.choice, Quot.sound]
```
